# The Heisenberg bound for total position and momentum variances in $d$ dimensions

Consider the total position variance and the total momentum variance of a particle in three dimensions, each a sum over the axes. If their product is expanded and only its same-axis terms are kept, the one-dimensional uncertainty relations give the lower bound $3\hbar^2/4$, which is valid but only a third of the sharp $9\hbar^2/4$. The cross terms matter. The one-dimensional relations combined with the Cauchy–Schwarz inequality recover the sharp bound; below, one quadratic for all axes gives the bound and its equality case together.

## One quadratic for all axes

Let $x_j,p_j$ ($j=1,\dots,d$) be symmetric operators with $[x_j,p_j]=i\hbar$, and let $\|\psi\|=1$. Write $\langle A\rangle=\langle\psi,A\psi\rangle$, which is real for symmetric $A$, and set
$$a_j=(x_j-\langle x_j\rangle)\psi,\quad b_j=(p_j-\langle p_j\rangle)\psi,\quad X=\sum_j\|a_j\|^2,\quad P=\sum_j\|b_j\|^2 .$$
The claim is $XP\ge d^2\hbar^2/4$.

The inner product is conjugate-linear in its first slot. Expanding gives $\langle a_j,b_j\rangle=\langle x_j\psi,p_j\psi\rangle-\langle x_j\rangle\langle p_j\rangle$, and the subtracted term is real. Hence
$$2i\,\mathrm{Im}\langle a_j,b_j\rangle=\langle x_j\psi,p_j\psi\rangle-\langle p_j\psi,x_j\psi\rangle=\langle\psi,[x_j,p_j]\psi\rangle=i\hbar .$$

For real $s$, $\mathrm{Re}\langle b_j,is\,a_j\rangle=s\,\mathrm{Im}\langle a_j,b_j\rangle=s\hbar/2$, so
$$0\le\sum_j\|b_j-is\,a_j\|^2=P-s\,d\hbar+s^2X .$$

If $X>0$, taking $s=d\hbar/(2X)$ gives the claim. If $X=0$, nonnegativity for every $s$ forces $d\hbar=0$, and the claim is trivial.

Now let $\hbar>0$ and $d\ge1$. Equality forces $X>0$, and the quadratic vanishes at $s=d\hbar/(2X)>0$. Every summand is then zero, so $b_j=is\,a_j$ with one $s$ for all axes. Conversely, these equations give $P=s^2X$ and a vanishing quadratic, so $sX=d\hbar/2$ and $XP=(sX)^2=d^2\hbar^2/4$. For $d=0$ both sides are zero and the condition is empty.

## Operators on a common domain

The space `E` is a complex inner-product space, not necessarily complete, that every operator maps into itself. States outside such a domain are not covered.

In Lean 4 with Mathlib:

```lean
import Mathlib

open Complex

namespace MultidimensionalHeisenberg

noncomputable section

/- The space `E` plays the role of a common invariant domain, such as the Schwartz functions
with multiplication and differentiation operators; that instance is not constructed here. -/
variable {E : Type*} [NormedAddCommGroup E] [InnerProductSpace ℂ E] {d : ℕ}
```

The mean is defined as a real part, so it is a real number for any linear map.

```lean
/-- The real part of `⟨ψ, A ψ⟩`, used as the mean of `A` in the state `ψ`. -/
def mean (A : E →ₗ[ℂ] E) (ψ : E) : ℝ := (inner ℂ ψ (A ψ)).re
```

The vectors $a_j$ and $b_j$ are values of `fluct`, and the variance is their squared length.

```lean
/-- The fluctuation vector `(A - ⟨A⟩) ψ`. -/
def fluct (A : E →ₗ[ℂ] E) (ψ : E) : E := A ψ - (mean A ψ : ℂ) • ψ

/-- The variance of `A` in the state `ψ`: the squared length of the fluctuation vector. -/
def variance (A : E →ₗ[ℂ] E) (ψ : E) : ℝ := ‖fluct A ψ‖ ^ 2
```

$X$ and $P$ are `totalVariance x ψ` and `totalVariance p ψ`.

```lean
/-- The sum of the variances of the `d` components of a vector operator. -/
def totalVariance (A : Fin d → E →ₗ[ℂ] E) (ψ : E) : ℝ := ∑ j, variance (A j) ψ
```

The physical assumptions are symmetry and the same-axis commutators; nothing is required between different axes. For $\hbar\ne0$ and $d\ge1$, taking a trace shows that no nonzero finite-dimensional space satisfies them.

```lean
/-- Symmetric positions and momenta with `[x_j, p_j] = i ħ` along each axis. -/
structure CanonicalPairs (x p : Fin d → E →ₗ[ℂ] E) (ħ : ℝ) : Prop where
  symm_x : ∀ j, (x j).IsSymmetric
  symm_p : ∀ j, (p j).IsSymmetric
  comm : ∀ j φ, x j (p j φ) - p j (x j φ) = (I * (ħ : ℂ)) • φ
```

Symmetry is essential. On polynomials over $[0,1]$ with the $L^2$ inner product, let $x$ be multiplication and $p=-i\hbar\,d/dx$. The commutator is right, but boundary terms spoil the symmetry of $p$. The constant state $\psi=1$ has $p\psi=0$, so the variance product is $0$.

## Means, variances and the commutator

Symmetry makes $\langle\psi,A\psi\rangle$ equal to its own conjugate.

```lean
/-- For a symmetric operator the number `⟨ψ, A ψ⟩` is real and equals the mean. -/
theorem inner_eq_mean {A : E →ₗ[ℂ] E} (hA : A.IsSymmetric) (ψ : E) :
    inner ℂ ψ (A ψ) = (mean A ψ : ℂ) := by
  refine (Complex.conj_eq_iff_re.mp ?_).symm
  rw [inner_conj_symm]
  exact hA ψ ψ
```

Expanding the square gives $\|A\psi\|^2-2\langle A\rangle^2+\langle A\rangle^2$, and $\|A\psi\|^2=\langle A^2\rangle$ by symmetry.

```lean
/-- In a normalised state the variance is `⟨A²⟩ - ⟨A⟩²`. -/
theorem variance_eq {A : E →ₗ[ℂ] E} (hA : A.IsSymmetric) {ψ : E} (hψ : ‖ψ‖ = 1) :
    variance A ψ = mean (A ∘ₗ A) ψ - mean A ψ ^ 2 := by
  have h1 : mean (A ∘ₗ A) ψ = ‖A ψ‖ ^ 2 := by
    unfold mean
    rw [LinearMap.comp_apply, ← hA ψ (A ψ)]
    exact inner_self_eq_norm_sq (𝕜 := ℂ) (A ψ)
  have h2 : RCLike.re (inner ℂ (A ψ) ((mean A ψ : ℂ) • ψ)) = mean A ψ ^ 2 := by
    rw [inner_smul_right, hA ψ ψ, inner_eq_mean hA, ← Complex.ofReal_mul, pow_two]
    exact Complex.ofReal_re _
  have h3 : ‖(mean A ψ : ℂ) • ψ‖ ^ 2 = mean A ψ ^ 2 := by
    rw [norm_smul, hψ, mul_one, Complex.norm_real, Real.norm_eq_abs, sq_abs]
  unfold variance fluct
  rw [norm_sub_sq (𝕜 := ℂ), h2, h3, h1]
  ring
```

In the next proof, `h1` evaluates the commutator in the state, `h2` takes imaginary parts, and `h3` shows that subtracting the means changes the overlap by a real number.

```lean
/-- Along each axis the overlap of the position and momentum fluctuation vectors has
imaginary part `ħ / 2`. -/
theorem im_inner_fluct {x p : Fin d → E →ₗ[ℂ] E} {ħ : ℝ} (h : CanonicalPairs x p ħ)
    {ψ : E} (hψ : ‖ψ‖ = 1) (j : Fin d) :
    (inner ℂ (fluct (x j) ψ) (fluct (p j) ψ)).im = ħ / 2 := by
  have h0 : inner ℂ ψ ψ = (1 : ℂ) := by
    rw [inner_self_eq_norm_sq_to_K, hψ]; simp
  have hxm := inner_eq_mean (h.symm_x j) ψ
  have hpm := inner_eq_mean (h.symm_p j) ψ
  have hxm' : inner ℂ (x j ψ) ψ = (mean (x j) ψ : ℂ) := (h.symm_x j ψ ψ).trans hxm
  -- the commutator, evaluated in the state
  have h1 : inner ℂ (x j ψ) (p j ψ) - inner ℂ (p j ψ) (x j ψ) = I * (ħ : ℂ) := by
    rw [h.symm_x j ψ (p j ψ), h.symm_p j ψ (x j ψ), ← inner_sub_right, h.comm,
      inner_smul_right, h0, mul_one]
  rw [← inner_conj_symm (p j ψ) (x j ψ)] at h1
  have h2 := congrArg Complex.im h1
  simp only [Complex.sub_im, Complex.conj_im, Complex.mul_im, Complex.I_re, Complex.I_im,
    Complex.ofReal_re, Complex.ofReal_im] at h2
  -- subtracting the means changes the overlap only by a real number
  have h3 : inner ℂ (fluct (x j) ψ) (fluct (p j) ψ)
      = inner ℂ (x j ψ) (p j ψ) - ((mean (x j) ψ * mean (p j) ψ : ℝ) : ℂ) := by
    unfold fluct
    simp only [inner_sub_left, inner_sub_right, inner_smul_left, inner_smul_right,
      Complex.conj_ofReal, h0, hxm', hpm]
    push_cast
    ring
  rw [h3, Complex.sub_im, Complex.ofReal_im]
  linarith
```

## The bound and its equality case

The quadratic is assembled axis by axis (`hj`) and then summed.

```lean
/-- Multiplying a vector by `i s` with `s` real multiplies its squared length by `s²`. -/
theorem norm_sq_I_smul (s : ℝ) (u : E) : ‖(I * (s : ℂ)) • u‖ ^ 2 = s ^ 2 * ‖u‖ ^ 2 := by
  rw [norm_smul, mul_pow, norm_mul, Complex.norm_I, one_mul, Complex.norm_real,
    Real.norm_eq_abs, sq_abs]

/-- The summed squared lengths of `(p_j - ⟨p_j⟩)ψ - i s (x_j - ⟨x_j⟩)ψ` form a quadratic polynomial
in `s`: the constant term is the total momentum variance, the coefficient of `s` is `-d ħ`, and the
coefficient of `s²` is the total position variance. -/
theorem sum_norm_sq {x p : Fin d → E →ₗ[ℂ] E} {ħ : ℝ} (h : CanonicalPairs x p ħ)
    {ψ : E} (hψ : ‖ψ‖ = 1) (s : ℝ) :
    ∑ j, ‖fluct (p j) ψ - (I * (s : ℂ)) • fluct (x j) ψ‖ ^ 2
      = totalVariance p ψ - s * (d * ħ) + s ^ 2 * totalVariance x ψ := by
  have hj : ∀ j, ‖fluct (p j) ψ - (I * (s : ℂ)) • fluct (x j) ψ‖ ^ 2
      = variance (p j) ψ - s * ħ + s ^ 2 * variance (x j) ψ := by
    intro j
    have e : RCLike.re (inner ℂ (fluct (p j) ψ) ((I * (s : ℂ)) • fluct (x j) ψ))
        = s * (inner ℂ (fluct (x j) ψ) (fluct (p j) ψ)).im := by
      rw [inner_smul_right, ← inner_conj_symm (fluct (p j) ψ) (fluct (x j) ψ)]
      generalize inner ℂ (fluct (x j) ψ) (fluct (p j) ψ) = z
      simp
    rw [norm_sub_sq (𝕜 := ℂ), e, im_inner_fluct h hψ j, norm_sq_I_smul]
    unfold variance
    ring
  rw [Finset.sum_congr rfl (fun j _ => hj j)]
  simp only [totalVariance, Finset.sum_add_distrib, Finset.sum_sub_distrib, Finset.mul_sum,
    Finset.sum_const, Finset.card_univ, Fintype.card_fin, nsmul_eq_mul]
  ring
```

`discrim_le_zero` replaces the choice of $s$ and also covers $X=0$. The inequality holds for every real `ħ`.

```lean
/-- Multidimensional Heisenberg relation: in every normalised state the product of the total
position variance and the total momentum variance is at least `d² ħ² / 4`. -/
theorem heisenberg {x p : Fin d → E →ₗ[ℂ] E} {ħ : ℝ} (h : CanonicalPairs x p ħ)
    {ψ : E} (hψ : ‖ψ‖ = 1) :
    (d : ℝ) ^ 2 * ħ ^ 2 / 4 ≤ totalVariance x ψ * totalVariance p ψ := by
  -- a quadratic that is never negative has no positive discriminant
  have hq : ∀ s : ℝ, 0 ≤ totalVariance x ψ * (s * s) + (-(d * ħ)) * s
      + totalVariance p ψ := by
    intro s
    have h1 : 0 ≤ ∑ j, ‖fluct (p j) ψ - (I * (s : ℂ)) • fluct (x j) ψ‖ ^ 2 :=
      Finset.sum_nonneg (fun j _ => sq_nonneg _)
    rw [sum_norm_sq h hψ s] at h1
    linarith
  have hd := discrim_le_zero hq
  unfold discrim at hd
  linarith
```

For equality, `hz` multiplies the quadratic at its minimiser by $X$ and finds zero; a vanishing sum of nonnegative terms then gives the vector equations. In the Schrödinger representation their solutions are isotropic Gaussians, possibly displaced in position and momentum.

```lean
/-- For `ħ > 0` the bound is attained exactly when, with one common `s > 0` for all axes,
`(p_j - ⟨p_j⟩)ψ = i s (x_j - ⟨x_j⟩)ψ`. -/
theorem heisenberg_eq_iff {x p : Fin d → E →ₗ[ℂ] E} {ħ : ℝ} (h : CanonicalPairs x p ħ)
    (hħ : 0 < ħ) {ψ : E} (hψ : ‖ψ‖ = 1) :
    totalVariance x ψ * totalVariance p ψ = (d : ℝ) ^ 2 * ħ ^ 2 / 4 ↔
      ∃ s : ℝ, 0 < s ∧ ∀ j, fluct (p j) ψ = (I * (s : ℂ)) • fluct (x j) ψ := by
  constructor
  · intro heq
    rcases Nat.eq_zero_or_pos d with rfl | hd
    · exact ⟨1, one_pos, fun j => j.elim0⟩
    have hD : 0 < (d : ℝ) * ħ := mul_pos (Nat.cast_pos.mpr hd) hħ
    have hX0 : 0 ≤ totalVariance x ψ := Finset.sum_nonneg (fun j _ => sq_nonneg _)
    have hX : 0 < totalVariance x ψ := by
      refine lt_of_le_of_ne hX0 (fun h0 => ?_)
      rw [← h0, zero_mul] at heq
      nlinarith [mul_pos hD hD]
    -- the minimiser of the quadratic
    obtain ⟨s, hs⟩ : ∃ s : ℝ, s * totalVariance x ψ = d * ħ / 2 :=
      ⟨d * ħ / 2 / totalVariance x ψ, div_mul_cancel₀ _ hX.ne'⟩
    have hspos : 0 < s := by
      refine pos_of_mul_pos_left ?_ hX0
      rw [hs]
      linarith
    have hz : totalVariance x ψ *
        ∑ j, ‖fluct (p j) ψ - (I * (s : ℂ)) • fluct (x j) ψ‖ ^ 2 = 0 := by
      rw [sum_norm_sq h hψ s]
      linear_combination heq + (s * totalVariance x ψ - d * ħ / 2) * hs
    have hsum := (mul_eq_zero.mp hz).resolve_left hX.ne'
    rw [Finset.sum_eq_zero_iff_of_nonneg (fun j _ => sq_nonneg _)] at hsum
    refine ⟨s, hspos, fun j => ?_⟩
    exact sub_eq_zero.mp (norm_eq_zero.mp
      (pow_eq_zero_iff two_ne_zero |>.mp (hsum j (Finset.mem_univ j))))
  · rintro ⟨s, hs, hj⟩
    have hP : totalVariance p ψ = s ^ 2 * totalVariance x ψ := by
      unfold totalVariance variance
      rw [Finset.mul_sum]
      exact Finset.sum_congr rfl (fun j _ => by rw [hj j, norm_sq_I_smul])
    have hk := sum_norm_sq h hψ s
    rw [Finset.sum_eq_zero (fun j _ => by rw [hj j, sub_self, norm_zero]; norm_num), hP] at hk
    have h2 : d * ħ = 2 * (s * totalVariance x ψ) := by
      apply mul_left_cancel₀ hs.ne'
      linear_combination hk
    rw [hP, ← mul_pow, h2]
    ring
```

Since a variance never exceeds the second moment, the bound carries over to $\langle r^2\rangle\langle p^2\rangle$, with $r^2=\sum_jx_j^2$ and $p^2=\sum_jp_j^2$. For a single non-relativistic particle of mass $m$ in a pure state, this limits the kinetic energy from below by $d^2\hbar^2/(8m\langle r^2\rangle)$.

```lean
/-- The same bound for second moments about the origin: `⟨∑ x_j²⟩ ⟨∑ p_j²⟩ ≥ d² ħ² / 4`,
with each expectation value written as a sum over the axes. -/
theorem second_moment_bound {x p : Fin d → E →ₗ[ℂ] E} {ħ : ℝ} (h : CanonicalPairs x p ħ)
    {ψ : E} (hψ : ‖ψ‖ = 1) :
    (d : ℝ) ^ 2 * ħ ^ 2 / 4
      ≤ (∑ j, mean (x j ∘ₗ x j) ψ) * ∑ j, mean (p j ∘ₗ p j) ψ := by
  -- a variance never exceeds the corresponding second moment
  have hle : ∀ A : Fin d → E →ₗ[ℂ] E, (∀ j, (A j).IsSymmetric) →
      totalVariance A ψ ≤ ∑ j, mean (A j ∘ₗ A j) ψ := by
    intro A hA
    refine Finset.sum_le_sum (fun j _ => ?_)
    rw [variance_eq (hA j) hψ]
    linarith [sq_nonneg (mean (A j) ψ)]
  have hX0 : 0 ≤ totalVariance x ψ := Finset.sum_nonneg (fun j _ => sq_nonneg _)
  have hP0 : 0 ≤ totalVariance p ψ := Finset.sum_nonneg (fun j _ => sq_nonneg _)
  exact (heisenberg h hψ).trans
    (mul_le_mul (hle x h.symm_x) (hle p h.symm_p) hP0 (hX0.trans (hle x h.symm_x)))

end

end MultidimensionalHeisenberg
```

The same quadratic yields a neighbouring result by hand: setting $s=m\omega$, dividing by $2m$ and bounding the variances by the second moments gives $\langle H\rangle\ge d\hbar\omega/2$ for the isotropic harmonic oscillator of frequency $\omega>0$.

```lean
#print axioms MultidimensionalHeisenberg.heisenberg
#print axioms MultidimensionalHeisenberg.heisenberg_eq_iff
#print axioms MultidimensionalHeisenberg.second_moment_bound
```

```
'MultidimensionalHeisenberg.heisenberg' depends on axioms: [propext, Classical.choice, Quot.sound]
'MultidimensionalHeisenberg.heisenberg_eq_iff' depends on axioms: [propext, Classical.choice, Quot.sound]
'MultidimensionalHeisenberg.second_moment_bound' depends on axioms: [propext, Classical.choice, Quot.sound]
```
